# Frequency-integral and plasmon RPA energies agree for finitely many transitions with positive mode frequencies

A molecular RPA program can obtain the correlation energy by evaluating a determinant and a trace at a few dozen imaginary frequencies and adding the results with quadrature weights. It then never diagonalises the RPA matrix in the space of all occupied-to-virtual transitions. In direct RPA, where the coupling contains no exchange, and with all bare transition energies and RPA frequencies positive, the exact frequency integral equals the plasmon formula, which is half the difference between the sum of the RPA excitation frequencies and the trace of the RPA block $A$ defined below. Up to quadrature error, the two routes therefore give the same energy when they use the same coupling matrix.

## From the determinant to the mode frequencies

Take finitely many transitions with bare energies $D_i>0$ and a real coupling matrix $V$, with $\hbar=1$. Write $D$ also for the diagonal matrix of the $D_i$. The bare response is diagonal, with entries $\chi_{0,i}(iw)=-2D_i/(w^2+D_i^2)$. With RPA blocks $A=D+V$ and $B=V$,
$$M=(A+B)(A-B)=(D+2V)D=D^2+2VD .$$
Multiplying out the bare poles gives
$$(1-V\chi_0)(w^2+D^2)=w^2+D^2+2VD=w^2+M .$$
Suppose $MZ=Z\Omega^2$ with $Z$ invertible and $\Omega$ diagonal with entries $\Omega_i>0$. Taking determinants,
$$\det(1-V\chi_0)=\prod_i\frac{w^2+\Omega_i^2}{w^2+D_i^2},\qquad \mathrm{Tr}\,V\chi_0=-\sum_i V_{ii}\frac{2D_i}{w^2+D_i^2}.$$

For the logarithm, let $F_a(w)=w\log(w^2+a^2)+2a\arctan(w/a)$ with $a>0$. Then
$$F_a'=\log(w^2+a^2)+\frac{2w^2+2a^2}{w^2+a^2}=\log(w^2+a^2)+2 ,$$
so, for $b>0$, $F_a-F_b$ is a primitive of $\log\frac{w^2+a^2}{w^2+b^2}$. It vanishes at $w=0$. For $w>0$, the bounds $1-1/x\le\log x\le x-1$ give
$$\frac{(a^2-b^2)w}{w^2+a^2}\le w\log\frac{w^2+a^2}{w^2+b^2}\le\frac{(a^2-b^2)w}{w^2+b^2},$$
and both bounds tend to zero as $w\to\infty$. The arctangents leave $\pi(a-b)$. Likewise $2\arctan(w/D_i)$ shows that the Lorentzian $2D_i/(w^2+D_i^2)$ integrates to $\pi$. Hence
$$\frac1{2\pi}\int_0^\infty\left[\log\det(1-V\chi_0)+\mathrm{Tr}\,V\chi_0\right]dw=\frac1{2\pi}\sum_i\pi(\Omega_i-D_i-V_{ii})=\frac12\Big(\sum_i\Omega_i-\mathrm{Tr}\,A\Big).$$

For one transition with coupling $v>-D/2$, $\Omega=\sqrt{D^2+2vD}$ and the energy is $(\Omega-D-v)/2$. Since $(D+v)^2-\Omega^2=v^2$ and $D+v>0$, it is never positive and vanishes only at $v=0$.

## Response, RPA matrix and energy in Lean

The finite type `n` labels the transitions.

```lean
import Mathlib

open Real MeasureTheory Set Filter Topology

namespace RPAPlasmonFormula

noncomputable section

variable {n : Type*} [Fintype n] [DecidableEq n]

/-- Bare response at imaginary frequency `iw` for transitions of energies `D i`, diagonal in the
transitions; its domain is `w ^ 2 + D i ^ 2 ≠ 0`. -/
def chi0 (D : n → ℝ) (w : ℝ) : Matrix n n ℝ :=
  Matrix.diagonal fun i => -2 * D i / (w ^ 2 + D i ^ 2)
```

The blocks share the same `V`, as in direct RPA with real orbitals; exchange is absent.

```lean
/-- The RPA matrix `(A + B)(A - B)` with blocks `A = D + V` and `B = V`. -/
def rpaMatrix (D : n → ℝ) (V : Matrix n n ℝ) : Matrix n n ℝ :=
  ((Matrix.diagonal D + V) + V) * ((Matrix.diagonal D + V) - V)

/-- The integrand `log det (1 - V χ₀(iw)) + Tr V χ₀(iw)`. -/
def rpaIntegrand (D : n → ℝ) (V : Matrix n n ℝ) (w : ℝ) : ℝ :=
  Real.log (1 - V * chi0 D w).det + (V * chi0 D w).trace

/-- The RPA correlation energy as an integral over imaginary frequency. -/
def rpaEnergy (D : n → ℝ) (V : Matrix n n ℝ) : ℝ :=
  1 / (2 * π) * ∫ w in Ioi (0 : ℝ), rpaIntegrand D V w
```

These definitions start from the RPA energy expression. Its derivation from the many-electron Hamiltonian, which involves approximations, is not formalised here.

## Two integrals over imaginary frequency

`logPrimitive` is $F_a$, and the next two lemmas differentiate its arctangent and then the whole function.

```lean
/-- A primitive of `log (w ^ 2 + a ^ 2) + 2`, for `a ≠ 0`. -/
def logPrimitive (a w : ℝ) : ℝ :=
  w * Real.log (w ^ 2 + a ^ 2) + 2 * a * arctan (w / a)

/-- The phase `arctan (w / a)` has the Lorentzian `a / (w ^ 2 + a ^ 2)` as derivative,
for `a > 0`. -/
theorem hasDerivAt_arctan_div {a : ℝ} (ha : 0 < a) (w : ℝ) :
    HasDerivAt (fun w => arctan (w / a)) (a / (w ^ 2 + a ^ 2)) w := by
  have ha2 : a ^ 2 ≠ 0 := by positivity
  have hp : w ^ 2 + a ^ 2 ≠ 0 := by positivity
  have e : 1 + (w / a) ^ 2 = (w ^ 2 + a ^ 2) / a ^ 2 := by
    rw [div_pow, add_div, div_self ha2, add_comm]
  refine ((hasDerivAt_id' w).div_const a).arctan.congr_deriv ?_
  rw [e]
  field_simp

/-- For `a > 0`, the derivative of `logPrimitive a` is `log (w ^ 2 + a ^ 2) + 2`. -/
theorem hasDerivAt_logPrimitive {a : ℝ} (ha : 0 < a) (w : ℝ) :
    HasDerivAt (logPrimitive a) (Real.log (w ^ 2 + a ^ 2) + 2) w := by
  have hp : w ^ 2 + a ^ 2 ≠ 0 := by positivity
  have h1 : HasDerivAt (fun w : ℝ => w ^ 2 + a ^ 2) (2 * w) w := by
    simpa using (hasDerivAt_pow 2 w).add_const (a ^ 2)
  have h2 := (hasDerivAt_id' w).fun_mul (h1.log hp)
  have h3 := (hasDerivAt_arctan_div ha w).const_mul (2 * a)
  refine (h2.fun_add h3).congr_deriv ?_
  have e : w * (2 * w / (w ^ 2 + a ^ 2)) + 2 * a * (a / (w ^ 2 + a ^ 2)) = 2 := by
    rw [← mul_div_assoc, ← mul_div_assoc, ← add_div, div_eq_iff hp]
    ring
  linear_combination e
```

Convergence comes from the Mathlib lemma `integrableOn_Ioi_deriv_of_nonneg'`: a nonnegative derivative is integrable on a half-line if its primitive has a finite limit. The log ratio has one sign throughout, fixed by whether $a$ or $b$ is larger, so `le_total b a` selects this lemma or its nonpositive twin. `integral_Ioi_of_hasDerivAt_of_tendsto'` then gives the value as the limit minus the value at zero. In the code, `hw0` is the squeeze and `hlim` the limit $\pi(a-b)$.

```lean
/-- For `a, b > 0`, `log ((w ^ 2 + a ^ 2) / (w ^ 2 + b ^ 2))` is integrable over `w > 0`, with
integral `π (a - b)`. -/
theorem integral_log_ratio {a b : ℝ} (ha : 0 < a) (hb : 0 < b) :
    IntegrableOn (fun w : ℝ => Real.log ((w ^ 2 + a ^ 2) / (w ^ 2 + b ^ 2))) (Ioi 0) ∧
    ∫ w in Ioi (0 : ℝ), Real.log ((w ^ 2 + a ^ 2) / (w ^ 2 + b ^ 2)) = π * (a - b) := by
  have hlog : ∀ w : ℝ, Real.log ((w ^ 2 + a ^ 2) / (w ^ 2 + b ^ 2)) =
      Real.log (w ^ 2 + a ^ 2) - Real.log (w ^ 2 + b ^ 2) :=
    fun w => Real.log_div (by positivity) (by positivity)
  have hder : ∀ w ∈ Ici (0 : ℝ), HasDerivAt (fun w => logPrimitive a w - logPrimitive b w)
      (Real.log ((w ^ 2 + a ^ 2) / (w ^ 2 + b ^ 2))) w := fun w _ =>
    ((hasDerivAt_logPrimitive ha w).fun_sub (hasDerivAt_logPrimitive hb w)).congr_deriv
      (by rw [hlog]; ring)
  have hz : ∀ c k : ℝ, Tendsto (fun w : ℝ => c * (w / (w ^ 2 + k ^ 2))) atTop (𝓝 0) := by
    intro c k
    have h : Tendsto (fun w : ℝ => w / (w ^ 2 + k ^ 2)) atTop (𝓝 0) := by
      refine squeeze_zero' ?_ ?_ tendsto_inv_atTop_zero
      · filter_upwards [eventually_gt_atTop (0 : ℝ)] with w hw
        positivity
      · filter_upwards [eventually_gt_atTop (0 : ℝ)] with w hw
        rw [inv_eq_one_div, div_le_div_iff₀ (by positivity) hw]
        nlinarith [sq_nonneg k]
    simpa using h.const_mul c
  -- the boundary term vanishes, squeezed by `1 - 1/x ≤ log x ≤ x - 1`
  have hw0 : Tendsto (fun w : ℝ => w * Real.log ((w ^ 2 + a ^ 2) / (w ^ 2 + b ^ 2)))
      atTop (𝓝 0) := by
    refine tendsto_of_tendsto_of_tendsto_of_le_of_le' (hz (a ^ 2 - b ^ 2) a)
      (hz (a ^ 2 - b ^ 2) b) ?_ ?_
    · filter_upwards [eventually_gt_atTop (0 : ℝ)] with w hw
      have e : (a ^ 2 - b ^ 2) * (w / (w ^ 2 + a ^ 2)) =
          w * (1 - ((w ^ 2 + a ^ 2) / (w ^ 2 + b ^ 2))⁻¹) := by
        rw [inv_div, one_sub_div (by positivity)]
        ring
      rw [e]
      exact mul_le_mul_of_nonneg_left (Real.one_sub_inv_le_log_of_pos (by positivity)) hw.le
    · filter_upwards [eventually_gt_atTop (0 : ℝ)] with w hw
      have e : (a ^ 2 - b ^ 2) * (w / (w ^ 2 + b ^ 2)) =
          w * ((w ^ 2 + a ^ 2) / (w ^ 2 + b ^ 2) - 1) := by
        rw [div_sub_one (by positivity)]
        ring
      rw [e]
      exact mul_le_mul_of_nonneg_left (Real.log_le_sub_one_of_pos (by positivity)) hw.le
  have hat : ∀ c : ℝ, 0 < c →
      Tendsto (fun w : ℝ => 2 * c * arctan (w / c)) atTop (𝓝 (2 * c * (π / 2))) := fun c hc =>
    ((tendsto_arctan_atTop.mono_right nhdsWithin_le_nhds).comp
      (tendsto_id.atTop_div_const hc)).const_mul (2 * c)
  have hlim : Tendsto (fun w => logPrimitive a w - logPrimitive b w) atTop
      (𝓝 (π * (a - b))) := by
    have e : π * (a - b) = 0 + 2 * a * (π / 2) - 2 * b * (π / 2) := by ring
    rw [e]
    refine ((hw0.add (hat a ha)).sub (hat b hb)).congr fun w => ?_
    simp only [logPrimitive, hlog]
    ring
  have hint : IntegrableOn (fun w : ℝ => Real.log ((w ^ 2 + a ^ 2) / (w ^ 2 + b ^ 2)))
      (Ioi 0) := by
    rcases le_total b a with h | h
    · exact integrableOn_Ioi_deriv_of_nonneg' hder (fun w _ => Real.log_nonneg
        (by rw [one_le_div (by positivity)]; gcongr)) hlim
    · exact integrableOn_Ioi_deriv_of_nonpos' hder (fun w _ => Real.log_nonpos (by positivity)
        (by rw [div_le_one (by positivity)]; gcongr)) hlim
  exact ⟨hint, (integral_Ioi_of_hasDerivAt_of_tendsto' hder hint hlim).trans
    (by simp [logPrimitive])⟩

/-- For `D > 0` the Lorentzian `2 D / (w ^ 2 + D ^ 2)` is integrable over `w > 0`, with
integral `π`. -/
theorem integral_lorentzian {D : ℝ} (hD : 0 < D) :
    IntegrableOn (fun w : ℝ => 2 * D / (w ^ 2 + D ^ 2)) (Ioi 0) ∧
    ∫ w in Ioi (0 : ℝ), 2 * D / (w ^ 2 + D ^ 2) = π := by
  have hder : ∀ w ∈ Ici (0 : ℝ), HasDerivAt (fun w => 2 * arctan (w / D))
      (2 * D / (w ^ 2 + D ^ 2)) w := fun w _ =>
    ((hasDerivAt_arctan_div hD w).const_mul 2).congr_deriv (by ring)
  have hlim : Tendsto (fun w : ℝ => 2 * arctan (w / D)) atTop (𝓝 (2 * (π / 2))) :=
    ((tendsto_arctan_atTop.mono_right nhdsWithin_le_nhds).comp
      (tendsto_id.atTop_div_const hD)).const_mul 2
  have hint := integrableOn_Ioi_deriv_of_nonneg' hder (fun w _ => by positivity) hlim
  refine ⟨hint, (integral_Ioi_of_hasDerivAt_of_tendsto' hder hint hlim).trans ?_⟩
  simp only [zero_div, arctan_zero]
  ring
```

## Summing over the modes

In the determinant lemma, `h1` clears the bare poles, `h2` applies the eigenproblem, and the nonzero determinant of `Z` is cancelled at the end.

```lean
/-- If `D i > 0` and an invertible `Z` solves the RPA eigenproblem with squared frequencies
`Ω i ^ 2`, then `det (1 - V χ₀(iw))` is the product of `(w ^ 2 + Ω i ^ 2) / (w ^ 2 + D i ^ 2)`. -/
theorem det_one_sub_chi0 {D Ω : n → ℝ} {V Z : Matrix n n ℝ} (hD : ∀ i, 0 < D i)
    (hZ : Z.det ≠ 0) (hM : rpaMatrix D V * Z = Z * Matrix.diagonal fun i => Ω i ^ 2) (w : ℝ) :
    (1 - V * chi0 D w).det = ∏ i, (w ^ 2 + Ω i ^ 2) / (w ^ 2 + D i ^ 2) := by
  have hne : ∀ i, w ^ 2 + D i ^ 2 ≠ 0 := fun i => by
    have := hD i
    positivity
  have hc : chi0 D w * Matrix.diagonal (fun i => w ^ 2 + D i ^ 2) =
      Matrix.diagonal fun i => -2 * D i := by
    rw [chi0, Matrix.diagonal_mul_diagonal]
    congr 1
    funext i
    exact div_mul_cancel₀ _ (hne i)
  -- clearing the bare poles leaves the RPA matrix shifted by `w ^ 2`
  have h1 : (1 - V * chi0 D w) * Matrix.diagonal (fun i => w ^ 2 + D i ^ 2) =
      Matrix.diagonal (fun _ => w ^ 2) + rpaMatrix D V := by
    rw [sub_mul, one_mul, mul_assoc, hc, rpaMatrix, add_sub_cancel_right]
    ext i j
    simp only [Matrix.sub_apply, Matrix.add_apply, Matrix.mul_diagonal]
    rcases eq_or_ne i j with rfl | h
    · simp only [Matrix.diagonal_apply_eq]
      ring
    · simp only [Matrix.diagonal_apply_ne _ h]
      ring
  have h2 : (Matrix.diagonal (fun _ => w ^ 2) + rpaMatrix D V) * Z =
      Z * Matrix.diagonal fun i => w ^ 2 + Ω i ^ 2 := by
    rw [add_mul, hM]
    ext i j
    simp only [Matrix.add_apply, Matrix.diagonal_mul, Matrix.mul_diagonal]
    ring
  have h3 := congrArg Matrix.det h2
  rw [← h1] at h3
  simp only [Matrix.det_mul, Matrix.det_diagonal] at h3
  rw [Finset.prod_div_distrib, eq_div_iff (Finset.prod_ne_zero_iff.mpr fun i _ => hne i)]
  exact mul_right_cancel₀ hZ (h3.trans (mul_comm _ _))
```

The main theorem states both integrability and the energy. Its hypothesis `hM` is the eigenproblem, with eigenvectors as columns of `Z` in any normalisation. Together, `hM`, `hZ` and `hΩ` say that the RPA modes form a complete set with real, positive frequencies; this is assumed, not derived from `V`. For real orbitals and the Coulomb interaction, $V$ is symmetric and positive semidefinite, and then $D_i>0$ is enough to guarantee it, because $M$ is similar to the positive definite matrix $D^{1/2}(D+2V)D^{1/2}$. "Plasmon" here means any RPA mode, collective or not. The proof writes the integrand as a sum over modes (`hpt`) and integrates term by term (`hI`).

```lean
/-- Plasmon formula: if `D i > 0` and an invertible `Z` solves the RPA eigenproblem with
frequencies `Ω i > 0`, the frequency integral converges and the RPA correlation energy is
`(∑ Ω i - Tr A) / 2` with `A = D + V`. -/
theorem rpaEnergy_eq_plasmon {D Ω : n → ℝ} {V Z : Matrix n n ℝ} (hD : ∀ i, 0 < D i)
    (hΩ : ∀ i, 0 < Ω i) (hZ : Z.det ≠ 0)
    (hM : rpaMatrix D V * Z = Z * Matrix.diagonal fun i => Ω i ^ 2) :
    IntegrableOn (rpaIntegrand D V) (Ioi 0) ∧
    rpaEnergy D V = (∑ i, Ω i - (Matrix.diagonal D + V).trace) / 2 := by
  -- the integrand is a sum over modes
  have hpt : rpaIntegrand D V = fun w => ∑ i,
      (Real.log ((w ^ 2 + Ω i ^ 2) / (w ^ 2 + D i ^ 2)) -
        V i i * (2 * D i / (w ^ 2 + D i ^ 2))) := by
    funext w
    have hlog : Real.log (∏ i, (w ^ 2 + Ω i ^ 2) / (w ^ 2 + D i ^ 2)) =
        ∑ i, Real.log ((w ^ 2 + Ω i ^ 2) / (w ^ 2 + D i ^ 2)) := by
      rw [Real.log_prod]
      intro i _
      have := hD i
      have := hΩ i
      positivity
    have htr : (V * chi0 D w).trace = -∑ i, V i i * (2 * D i / (w ^ 2 + D i ^ 2)) := by
      rw [Matrix.trace, ← Finset.sum_neg_distrib]
      refine Finset.sum_congr rfl fun i _ => ?_
      rw [Matrix.diag_apply, chi0, Matrix.mul_diagonal]
      ring
    rw [rpaIntegrand, det_one_sub_chi0 hD hZ hM, hlog, htr, Finset.sum_sub_distrib,
      sub_eq_add_neg]
  have hA := fun i => integral_log_ratio (hΩ i) (hD i)
  have hB := fun i => integral_lorentzian (hD i)
  have hint := fun i => Integrable.sub (hA i).1 (Integrable.const_mul (hB i).1 (V i i))
  have hI : ∫ w in Ioi (0 : ℝ), rpaIntegrand D V w =
      ∑ i, (π * (Ω i - D i) - V i i * π) := by
    rw [hpt]
    refine (integral_finsetSum _ fun i _ => hint i).trans ?_
    refine Finset.sum_congr rfl fun i _ => ?_
    refine (integral_sub (hA i).1 (Integrable.const_mul (hB i).1 (V i i))).trans ?_
    rw [integral_const_mul, (hA i).2, (hB i).2]
  constructor
  · rw [hpt]
    exact integrable_finsetSum _ fun i _ => hint i
  · rw [rpaEnergy, hI, Matrix.trace_add, Matrix.trace_diagonal]
    simp only [Matrix.trace, Matrix.diag_apply, Finset.sum_sub_distrib, ← Finset.mul_sum,
      ← Finset.sum_mul]
    have := Real.pi_ne_zero
    field_simp
    ring
```

## One transition and a coupled pair

The single transition is the case `Fin 1` with `Z = 1`. The condition $v>-D/2$ makes $\Omega^2$ positive, and the sign follows from comparing squares as above.

```lean
/-- One transition with `D > 0` and `v > -D / 2`: `1 / (2 π)` times the frequency integral equals
`(Ω - D - v) / 2` with `Ω = √(D ^ 2 + 2 v D)`. This value is never positive and vanishes only for
`v = 0`. -/
theorem single_transition {D v : ℝ} (hD : 0 < D) (hv : -D / 2 < v) :
    1 / (2 * π) * ∫ w in Ioi (0 : ℝ), (Real.log (1 - v * (-2 * D / (w ^ 2 + D ^ 2))) +
      v * (-2 * D / (w ^ 2 + D ^ 2))) = (√(D ^ 2 + 2 * v * D) - D - v) / 2 ∧
    (√(D ^ 2 + 2 * v * D) - D - v) / 2 ≤ 0 ∧
    ((√(D ^ 2 + 2 * v * D) - D - v) / 2 = 0 ↔ v = 0) := by
  have hpos : 0 < D ^ 2 + 2 * v * D := by
    nlinarith [mul_pos hD (by linarith : 0 < D + 2 * v)]
  refine ⟨?_, ?_, ?_, ?_⟩
  · have hM : rpaMatrix (fun _ : Fin 1 => D) !![v] * 1 =
        1 * Matrix.diagonal fun _ => √(D ^ 2 + 2 * v * D) ^ 2 := by
      rw [Real.sq_sqrt hpos.le, mul_one, one_mul, rpaMatrix, add_sub_cancel_right]
      ext i j
      fin_cases i
      fin_cases j
      simp [Matrix.mul_diagonal]
      ring
    have h := (rpaEnergy_eq_plasmon (fun _ => hD) (fun _ => Real.sqrt_pos.mpr hpos)
      (by simp) hM).2
    have hE : rpaIntegrand (fun _ : Fin 1 => D) !![v] = fun w =>
        Real.log (1 - v * (-2 * D / (w ^ 2 + D ^ 2))) + v * (-2 * D / (w ^ 2 + D ^ 2)) := by
      funext w
      have e : (!![v] * chi0 (fun _ : Fin 1 => D) w) 0 0 =
          v * (-2 * D / (w ^ 2 + D ^ 2)) := Matrix.mul_diagonal _ _ _ _
      rw [rpaIntegrand, Matrix.det_fin_one, Matrix.trace_fin_one, Matrix.sub_apply,
        Matrix.one_apply_eq, e]
    rw [rpaEnergy, hE] at h
    refine h.trans ?_
    simp [Matrix.trace]
    ring
  · have hs : √(D ^ 2 + 2 * v * D) ≤ D + v :=
      Real.sqrt_le_iff.mpr ⟨by linarith, by nlinarith [sq_nonneg v]⟩
    linarith
  · intro h
    have hs : √(D ^ 2 + 2 * v * D) = D + v := by linarith
    have h2 := Real.sq_sqrt hpos.le
    rw [hs] at h2
    exact pow_eq_zero_iff two_ne_zero |>.mp (by linarith : v ^ 2 = 0)
  · rintro rfl
    simp [Real.sqrt_sq hD.le]
```

Two identical transitions with mutual coupling $|v|<D/2$ have modes proportional to $(1,\pm1)$ and frequencies $\Omega_\pm=\sqrt{D^2\pm2vD}$. Since `V` has zero diagonal, $\mathrm{Tr}\,A=2D$. This is a model of two coupled oscillators, not a molecular Coulomb matrix: that matrix is positive semidefinite, so a zero diagonal would force $v=0$.

```lean
/-- Two identical transitions of energy `D > 0` with mutual coupling `|v| < D / 2`: the in-phase
and out-of-phase combinations solve the RPA eigenproblem with positive frequencies
`√(D ^ 2 ± 2 v D)`. -/
theorem dimer_witness {D v : ℝ} (hD : 0 < D) (hv : |v| < D / 2) :
    rpaMatrix (fun _ : Fin 2 => D) !![0, v; v, 0] * !![1, 1; 1, -1] =
      !![1, 1; 1, -1] * Matrix.diagonal (fun i =>
        (![√(D ^ 2 + 2 * v * D), √(D ^ 2 - 2 * v * D)] i) ^ 2) ∧
    (!![1, 1; 1, -1] : Matrix (Fin 2) (Fin 2) ℝ).det ≠ 0 ∧
    ∀ i, 0 < ![√(D ^ 2 + 2 * v * D), √(D ^ 2 - 2 * v * D)] i := by
  obtain ⟨h1, h2⟩ := abs_lt.mp hv
  have hp : 0 < D ^ 2 + 2 * v * D := by
    nlinarith [mul_pos hD (by linarith : 0 < D + 2 * v)]
  have hm : 0 < D ^ 2 - 2 * v * D := by
    nlinarith [mul_pos hD (by linarith : 0 < D - 2 * v)]
  refine ⟨?_, by norm_num [Matrix.det_fin_two], ?_⟩
  · rw [rpaMatrix, add_sub_cancel_right]
    ext i j
    fin_cases i <;> fin_cases j <;>
      simp [Matrix.mul_apply, Fin.sum_univ_succ, Real.sq_sqrt hp.le, Real.sq_sqrt hm.le] <;> ring
  · intro i
    fin_cases i
    · exact Real.sqrt_pos.mpr hp
    · exact Real.sqrt_pos.mpr hm

/-- The RPA correlation energy of two identical transitions of energy `D > 0` with mutual
coupling `|v| < D / 2` is half the total shift of their two mode frequencies. -/
theorem dimer_energy {D v : ℝ} (hD : 0 < D) (hv : |v| < D / 2) :
    rpaEnergy (fun _ : Fin 2 => D) !![0, v; v, 0] =
      (√(D ^ 2 + 2 * v * D) + √(D ^ 2 - 2 * v * D) - 2 * D) / 2 := by
  obtain ⟨hM, hZ, hΩ⟩ := dimer_witness hD hv
  rw [(rpaEnergy_eq_plasmon (fun _ => hD) hΩ hZ hM).2, Matrix.trace_add, Matrix.trace_diagonal,
    Matrix.trace_fin_two]
  simp [Fin.sum_univ_two]

end

end RPAPlasmonFormula
```

```lean
#print axioms RPAPlasmonFormula.rpaEnergy_eq_plasmon
#print axioms RPAPlasmonFormula.single_transition
#print axioms RPAPlasmonFormula.dimer_energy
```

```
'RPAPlasmonFormula.rpaEnergy_eq_plasmon' depends on axioms: [propext, Classical.choice, Quot.sound]
'RPAPlasmonFormula.single_transition' depends on axioms: [propext, Classical.choice, Quot.sound]
'RPAPlasmonFormula.dimer_energy' depends on axioms: [propext, Classical.choice, Quot.sound]
```

## The determinant in an auxiliary basis

In a density-fitted calculation the coupling is approximated by a factorised matrix $V=LL^{T}$, with one column of $L$ per auxiliary function. At each grid frequency $w_k$ the program builds $\Pi_k=L^{T}\chi_0(iw_k)L$. Because $\det(1-LL^{T}\chi_0)=\det(1-L^{T}\chi_0L)$, and the traces agree too, the energy is approximated by
$$\frac1{2\pi}\sum_k g_k\left[\log\det(1-\Pi_k)+\mathrm{Tr}\,\Pi_k\right],$$
with quadrature weights $g_k$. The factorisation and the quadrature are additions to the theorem, which concerns the exact integral for a finite set of transitions.
